# The Uehling spectral moment 2/5 and the coefficient 4/15 in the contact shift of hydrogenic s levels

An electron in an s level of a hydrogen-like atom has a finite probability density at the nucleus. Close to the nucleus it feels more than the Coulomb attraction, because virtual electron-positron pairs polarize the vacuum around the charge. To lowest order this adds a short-range attractive potential, the Uehling potential. How far does it shift the level, and where does the coefficient of the shift come from?

Take units with ħ = c = 1. Let α be the fine-structure constant, Z the charge number of a point nucleus, m the electron mass and r the distance from the nucleus. The potential energy is a superposition of Yukawa terms,

V(r) = −(Zα/r) (2α/(3π)) ∫₁^∞ exp(−2mtr) w(t) dt,

w(t) = √(t² − 1) (1 + 1/(2t²)) / t².

The variable t measures the invariant mass of the virtual pair in units of 2m, so the integral starts at the pair threshold t = 1. In the code w is `weight` and V is `uehling`; `Ioi 1` is the open interval (1, ∞). The Coulomb potential itself is not part of V.

```lean
import Mathlib

open MeasureTheory Set Filter Topology Real

namespace UehlingMoment

noncomputable section

/-- The spectral weight of one-loop vacuum polarization, for `t ≥ 1`. -/
def weight (t : ℝ) : ℝ := √(t ^ 2 - 1) * (1 + 1 / (2 * t ^ 2)) / t ^ 2

/-- The Uehling potential energy of an electron of mass `m > 0` at distance `r > 0` from a
point nucleus of charge number `Z`, in units with `ħ = c = 1`. -/
def uehling (α Z m r : ℝ) : ℝ :=
  -(Z * α / r) * (2 * α / (3 * π)) *
    (∫ t in Ioi (1 : ℝ), Real.exp (-(2 * m * t * r)) * weight t)
```

The shift depends on one assumption built into a definition and on a few positivity conditions. Each of them stands for some physics.

## The level is much wider than the potential

The potential V has a range of order 1/(2m), while the atom has a size of order 1/(Zαm). When Zα is small, the density hardly varies over the range of V. The first-order shift, which is the expectation value of V, is then close to the density at the nucleus times the volume integral of V. For principal quantum number n the nonrelativistic density at the nucleus is

|ψₙ(0)|² = (Zαm)³ / (πn³),

with a fixed point nucleus. This gives the contact shift

ΔEₙ = |ψₙ(0)|² ∫₀^∞ 4πr² V(r) dr.

```lean
/-- The nonrelativistic probability density at the nucleus of the hydrogenic s level with
principal quantum number `n ≥ 1`. -/
def densityAtNucleus (α Z m : ℝ) (n : ℕ) : ℝ := (Z * α * m) ^ 3 / (π * n ^ 3)

/-- The contact approximation to the vacuum polarization shift of the s level `n ≥ 1`: the
density at the nucleus times the volume integral of the Uehling potential, for `m > 0`. -/
def contactShift (α Z m : ℝ) (n : ℕ) : ℝ :=
  densityAtNucleus α Z m n * ∫ r in Ioi (0 : ℝ), 4 * π * r ^ 2 * uehling α Z m r
```

Here the contact approximation is the definition of `contactShift`, and the proof uses it only by unfolding that definition at the end. The file makes no statement about the full expectation value or its limit for small Z. Smallness of Zα is therefore not a hypothesis: α and Z are arbitrary real numbers in the theorems, though the physical reading needs Z > 0 and small Zα.

If the full nonrelativistic 1s density replaces its value at the nucleus, a factor exp(−2Zαmr) appears inside the radial integral and weakens the shift. Relativity acts the other way: for a point nucleus the Dirac density of the 1s level grows without bound towards r = 0, and in heavy atoms this outweighs the exponential factor. The coefficient 4/15 therefore belongs to the leading order in Zα.

## Pair masses above threshold: t > 1

The volume integral of V will reduce to the moment

M = ∫₁^∞ √(t² − 1) (1 + 1/(2t²)) / t⁴ dt.

Compared with w(t), the integrand has an additional factor 1/t², which will come from the radial integration. Substitute s = 1/t. Then dt = −ds/s² and √(t² − 1) = √(1 − s²)/s, so that

M = ∫₀¹ s √(1 − s²) (1 + s²/2) ds.

Consider the function

P(s) = (1 − s²)^(3/2) (4 + s²) / 10.

```lean
/-- A primitive of the moment integrand, written in the inverse variable `s = 1 / t`. -/
def primitive (s : ℝ) : ℝ := √(1 - s ^ 2) * (1 - s ^ 2) * (4 + s ^ 2) / 10
```

The code writes the power 3/2 as a square root times its radicand. With q = √(1 − s²), the derivative of q³ is −3sq, and therefore

P′(s) = [−3sq(4 + s²) + 2sq³] / 10
= sq [−12 − 3s² + 2 − 2s²] / 10
= −sq(1 + s²/2).

By the chain rule, the derivative of P(1/t) with respect to t is −P′(1/t)/t², which is exactly the integrand of M. This step uses t > 1: it makes 1 − s² positive, so the square root can be differentiated, and it makes t positive, so √(t²) = t.

```lean
/-- For `t > 1` the primitive, taken at `1 / t`, has the moment integrand as its derivative. -/
theorem hasDerivAt_primitive {t : ℝ} (ht : 1 < t) :
    HasDerivAt (fun t : ℝ => primitive t⁻¹)
      (√(t ^ 2 - 1) * (1 + 1 / (2 * t ^ 2)) / t ^ 4) t := by
  have ht0 : 0 < t := by linarith
  have hform : 1 - t⁻¹ ^ 2 = (t ^ 2 - 1) / t ^ 2 := by field_simp
  have hpos : 0 < 1 - t⁻¹ ^ 2 := by
    rw [hform]
    exact div_pos (by nlinarith) (by positivity)
  have hr : √(1 - t⁻¹ ^ 2) = √(t ^ 2 - 1) / t := by
    rw [hform, Real.sqrt_div' _ (by positivity), Real.sqrt_sq ht0.le]
  -- differentiate in the inverse variable
  have hG : ∀ s : ℝ, 0 < 1 - s ^ 2 →
      HasDerivAt primitive (-(√(1 - s ^ 2) * s * (1 + s ^ 2 / 2))) s := by
    intro s hs
    have hu : HasDerivAt (fun s : ℝ => 1 - s ^ 2) (-(2 * s)) s :=
      ((hasDerivAt_pow 2 s).const_sub 1).congr_deriv (by norm_num)
    have hv : HasDerivAt (fun s : ℝ => 4 + s ^ 2) (2 * s) s :=
      ((hasDerivAt_pow 2 s).const_add 4).congr_deriv (by norm_num)
    have e : ∀ q u : ℝ, q ≠ 0 → q ^ 2 = u → -(2 * s) / (2 * q) * u = -(s * q) := by
      intro q u h0 h
      subst h
      field_simp
    have e' := e _ _ (Real.sqrt_pos.2 hs).ne' (Real.sq_sqrt hs.le)
    refine ((((hu.sqrt hs.ne').fun_mul hu).fun_mul hv).div_const 10).congr_deriv ?_
    linear_combination (4 + s ^ 2) / 10 * e'
  -- chain rule for `s = 1 / t`
  refine ((hG t⁻¹ hpos).comp t (hasDerivAt_inv ht0.ne')).congr_deriv ?_
  rw [hr]
  ring
```

In the proof, `hr` is the relation √(1 − 1/t²) = √(t² − 1)/t. The block `hG` computes P′ by the product rule, with the auxiliary identity `e` replacing q²/q by q. The last lines apply the chain rule to the inverse.

Without t > 1 the statement is false. Take t = −2. The function P(1/t) is even in t, so its derivative is odd, whereas the integrand is even and positive there. The two sides differ in sign.

The value of the moment now follows from the endpoints:

M = P(0) − P(1) = 4/10 − 0 = 2/5.

Convergence comes from the same primitive. The integrand is nonnegative and P(1/t) tends to a finite limit as t → ∞, so the area under the curve is finite.

```lean
/-- The spectral moment of the Uehling potential converges and equals `2/5`. -/
theorem uehling_moment :
    IntegrableOn (fun t : ℝ => √(t ^ 2 - 1) * (1 + 1 / (2 * t ^ 2)) / t ^ 4) (Ioi 1) ∧
    ∫ t in Ioi (1 : ℝ), √(t ^ 2 - 1) * (1 + 1 / (2 * t ^ 2)) / t ^ 4 = 2 / 5 := by
  have hc : Continuous primitive := by
    unfold primitive
    fun_prop
  have h1 : ContinuousWithinAt (fun t : ℝ => primitive t⁻¹) (Ici 1) 1 :=
    (hc.continuousAt.comp (continuousAt_inv₀ one_ne_zero)).continuousWithinAt
  have hl : Tendsto (fun t : ℝ => primitive t⁻¹) atTop (𝓝 (primitive 0)) :=
    (hc.tendsto 0).comp tendsto_inv_atTop_zero
  have hd := fun (t : ℝ) (ht : t ∈ Ioi (1 : ℝ)) => hasDerivAt_primitive ht
  have hp : ∀ t ∈ Ioi (1 : ℝ), 0 ≤ √(t ^ 2 - 1) * (1 + 1 / (2 * t ^ 2)) / t ^ 4 :=
    fun t _ => by positivity
  refine ⟨integrableOn_Ioi_deriv_of_nonneg h1 hd hp hl, ?_⟩
  rw [integral_Ioi_of_hasDerivAt_of_nonneg h1 hd hp hl]
  norm_num [primitive]
```

The theorem `uehling_moment` has no hypotheses, since the range of integration supplies t > 1. `IntegrableOn` states the convergence and the second part gives the value. In the proof, `h1` is continuity at the threshold, `hl` is the limit at infinity, `hd` is the derivative and `hp` is the sign of the integrand. These are the inputs of Mathlib's fundamental theorem of calculus on a half-line.

## Each Yukawa term decays: a > 0

For a pair of mass 2mt, the volume element r² and the 1/r of the Yukawa form leave the radial integral of r exp(−ar), with a = 2mt. Physically, a is an inverse range. Integration by parts gives

∫₀^∞ r exp(−ar) dr = [−r exp(−ar)/a]₀^∞ + (1/a) ∫₀^∞ exp(−ar) dr = 1/a².

The condition a > 0 makes the boundary term vanish at infinity and the remaining integral converge. If a = 0, the range is infinite and the integrand is r, which is not integrable on (0, ∞).

```lean
/-- The radial integral of `r exp (-a r)` converges for `a > 0` and equals `1 / a ^ 2`. -/
theorem radial_integral {a : ℝ} (ha : 0 < a) :
    IntegrableOn (fun r : ℝ => r * Real.exp (-(a * r))) (Ioi 0) ∧
    ∫ r in Ioi (0 : ℝ), r * Real.exp (-(a * r)) = 1 / a ^ 2 := by
  have h := Real.integral_rpow_mul_exp_neg_mul_Ioi (a := 2) (r := a) (by norm_num) ha
  rw [show (2 : ℝ) - 1 = 1 by norm_num, Real.Gamma_two, Real.rpow_two] at h
  simp only [Real.rpow_one] at h
  have hv : ∫ r in Ioi (0 : ℝ), r * Real.exp (-(a * r)) = 1 / a ^ 2 := h.trans (by ring)
  refine ⟨?_, hv⟩
  -- a non-integrable function would have integral zero
  by_contra hn
  have h0 := hv.symm.trans (integral_undef hn)
  have : 0 < 1 / a ^ 2 := by positivity
  linarith
```

The proof takes the value from Mathlib's Gamma-function integral, with Γ(2) = 1, instead of integrating by parts. Convergence is then read off from the value: Lean assigns 0 to a divergent integral, and 1/a² is not 0.

## The electron in the loop has mass: m > 0

The mass sets the pair threshold 2m and thereby the finite range of the potential. By hand, it enters when a = 2mt is inserted into the radial integral. Insert V into the volume integral and exchange the order of integration, which is allowed because the integrand has a fixed sign and the resulting integral is finite:

∫₀^∞ 4πr² V(r) dr
= −(8α(Zα)/3) ∫₀^∞ ∫₁^∞ r exp(−2mtr) w(t) dt dr
= −(8α(Zα)/3) ∫₁^∞ w(t)/(4m²t²) dt
= −(8α(Zα)/3) · (1/(4m²)) · (2/5)
= −4α(Zα)/(15m²).

This is where the 4/15 arises. The moment contributes 2/5, and the prefactors contribute 2/3.

```lean
/-- The volume integral of the Uehling potential for `m > 0` is `-4 α (Z α) / (15 m ^ 2)`. -/
theorem uehling_volume (α Z : ℝ) {m : ℝ} (hm : 0 < m) :
    ∫ r in Ioi (0 : ℝ), 4 * π * r ^ 2 * uehling α Z m r =
      -(4 * α * (Z * α) / (15 * m ^ 2)) := by
  have hin : ∀ t ∈ Ioi (1 : ℝ),
      IntegrableOn (fun r : ℝ => r * Real.exp (-(2 * m * t * r)) * weight t) (Ioi 0) ∧
      ∫ r in Ioi (0 : ℝ), r * Real.exp (-(2 * m * t * r)) * weight t =
        1 / (4 * m ^ 2) * (√(t ^ 2 - 1) * (1 + 1 / (2 * t ^ 2)) / t ^ 4) := by
    intro t ht
    have ht0 : 0 < t := lt_trans one_pos (mem_Ioi.1 ht)
    obtain ⟨h1, h2⟩ := radial_integral (a := 2 * m * t) (by positivity)
    refine ⟨Integrable.mul_const h1 _, ?_⟩
    rw [integral_mul_const, h2, weight]
    ring
  -- the double integral converges absolutely because the moment does
  have hint : Integrable (Function.uncurry fun r t : ℝ =>
      r * Real.exp (-(2 * m * t * r)) * weight t)
      ((volume.restrict (Ioi 0)).prod (volume.restrict (Ioi 1))) := by
    refine (integrable_prod_iff' ?_).2 ⟨?_, ?_⟩
    · apply Measurable.aestronglyMeasurable
      unfold Function.uncurry weight
      fun_prop
    · filter_upwards [ae_restrict_mem measurableSet_Ioi] with t ht using (hin t ht).1
    · refine (Integrable.const_mul uehling_moment.1 (1 / (4 * m ^ 2))).congr ?_
      filter_upwards [ae_restrict_mem measurableSet_Ioi] with t ht
      refine (hin t ht).2.symm.trans (setIntegral_congr_fun measurableSet_Ioi fun r hr => ?_)
      have hw : 0 ≤ weight t := by
        unfold weight
        positivity
      exact (Real.norm_of_nonneg
        (mul_nonneg (mul_nonneg (le_of_lt (mem_Ioi.1 hr)) (Real.exp_pos _).le) hw)).symm
  -- exchange the radial and the spectral integral
  have hswap : ∫ r in Ioi (0 : ℝ), ∫ t in Ioi (1 : ℝ),
      r * Real.exp (-(2 * m * t * r)) * weight t = 1 / (4 * m ^ 2) * (2 / 5) := by
    rw [← uehling_moment.2, ← integral_const_mul]
    exact (integral_integral_swap hint).trans
      (setIntegral_congr_fun measurableSet_Ioi fun t ht => (hin t ht).2)
  have hpot : ∫ r in Ioi (0 : ℝ), 4 * π * r ^ 2 * uehling α Z m r =
      ∫ r in Ioi (0 : ℝ), -(8 * α * (Z * α) / 3) *
        ∫ t in Ioi (1 : ℝ), r * Real.exp (-(2 * m * t * r)) * weight t := by
    refine setIntegral_congr_fun measurableSet_Ioi fun r hr => ?_
    have hr0 : r ≠ 0 := ne_of_gt (mem_Ioi.1 hr)
    have hsplit : ∫ t in Ioi (1 : ℝ), r * Real.exp (-(2 * m * t * r)) * weight t =
        r * ∫ t in Ioi (1 : ℝ), Real.exp (-(2 * m * t * r)) * weight t := by
      simp only [mul_assoc, integral_const_mul]
    simp only [hsplit, uehling]
    generalize (∫ t in Ioi (1 : ℝ), Real.exp (-(2 * m * t * r)) * weight t) = J
    field_simp
    ring
  rw [hpot, integral_const_mul, hswap]
  ring
```

The theorem `uehling_volume` is this last equation, for any real α and Z. Its proof has the same stages:

- `hin` performs the radial integral at fixed t. It uses m > 0 together with t > 1 to obtain a > 0.
- `hint` shows that the double integral converges absolutely. The integrand is nonnegative, and its radial integral is 1/(4m²) times the integrand of M, which is integrable by `uehling_moment`.
- `hswap` exchanges the two integrals by Fubini's theorem and inserts 2/5.
- `hpot` collects the prefactors of the potential and cancels one power of r against 1/r.

For m = 0 the potential does not exist: the exponential becomes 1, w(t) falls off only like 1/t, and the spectral integral diverges logarithmically at every r. The equation itself fails for negative m. With α = Z = 1 and m = −1 the spectral integral diverges for every r > 0, so the left side is 0 in Lean, while the right side is −4/15.

## The level exists: n ≠ 0

Principal quantum numbers start at 1. In the code n is a natural number, a type that includes 0, so the condition `n ≠ 0` selects the actual s levels. By hand it is used when the density is written with n³ in the denominator. Multiplying the density by the volume integral gives

ΔEₙ = [(Zαm)³/(πn³)] · [−4α(Zα)/(15m²)]
= −(4/15) α(Zα)⁴ m / (πn³).

For the ground state, n = 1, the contact shift is −4α(Zα)⁴m/(15π). The shift is negative for positive Z, as expected for an additional attraction, and it falls off as 1/n³ because the density at the nucleus does.

```lean
/-- For `m > 0` and `n ≥ 1` the contact shift of the s level `n` is
`-(4/15) α (Z α) ^ 4 m / (π n ^ 3)`, written here without denominators. -/
theorem contactShift_eq (α Z : ℝ) {m : ℝ} (hm : 0 < m) {n : ℕ} (hn : n ≠ 0) :
    15 * π * n ^ 3 * contactShift α Z m n = -(4 * α * (Z * α) ^ 4 * m) := by
  have hn' : (n : ℝ) ≠ 0 := Nat.cast_ne_zero.2 hn
  have hm' : m ≠ 0 := hm.ne'
  rw [contactShift, densityAtNucleus, uehling_volume α Z hm]
  field_simp

end

end UehlingMoment
```

The theorem `contactShift_eq` states the same equation multiplied by 15πn³. The proof unfolds the two definitions, inserts `uehling_volume` and clears the denominators; nonzero n and m allow the cancellation.

Without `n ≠ 0` the equation is false. Set n = 0 and α = Z = m = 1. The left side has the factor n³ = 0 and vanishes, whereas the right side is −4.

In the nonrelativistic, point-nucleus contact approximation, this shift is the leading vacuum-polarization part of the Lamb shift of s levels. For a point nucleus, the volume integral −4α(Zα)/(15m²), which is −4Zα³/15 in Hartree atomic units, can also serve to check the normalisation of a Uehling potential tabulated for a four-component atomic program.

```lean
#print axioms UehlingMoment.contactShift_eq
-- 'UehlingMoment.contactShift_eq' depends on axioms: [propext, Classical.choice, Quot.sound]
```
